# Four mercury 6s6p levels place a nonnegative King–Van Vleck factor between 0.757 and 0.759 in the sp model

The model describes one s electron and one p electron by four real parameters. The direct energy $F$ here includes every contribution common to the four levels, so its value depends on the energy zero. The exchange energy is $G$, the spin-orbit parameter of the p electron is $z$, and $k$ is the King–Van Vleck factor. All energies are in cm⁻¹.

The states with $J=0$ and $J=2$ are uncoupled, with energies

$$E_0=F-G-z,\qquad E_2=F-G+\tfrac{z}{2}.$$

The two $J=1$ levels, $E_1$ and $E_1'$, are eigenvalues of the following matrix in the triplet, singlet basis:

$$\begin{pmatrix}F-G-\frac z2 & \frac{kz}{\sqrt2}\\[2pt] \frac{kz}{\sqrt2} & F+G\end{pmatrix}.$$

The factor $k$ scales only the singlet–triplet spin-orbit element. It stands for the possibility that the p electron has different radial functions in the singlet and in the triplet; a common radial function corresponds to $k=1$. Only $k^2$ affects the levels, so the sign of $k$ is a convention, and $k\ge 0$ is chosen here.

## Relation between the factor and the levels

If the parameters reproduce all four levels and $E_1\neq E_1'$, then

$$2k^2(E_2-E_0)^2=(2E_0+E_2-3E_1)(3E_1'-2E_0-E_2).$$

For mercury 6s6p the input energies are $E_0=37645$, $E_2=44043$, $E_1=39412$ and $E_1'=54069$. With $k\ge0$ they give $0.757<k<0.759$. No values of $F$, $G$ and $z$ reproduce these four levels with $k=1$.

## Use in a level-fitting code

When a code fits this single-configuration model to four measured levels and reproduces them to numerical precision, its fitted $k$ can be checked against the relation, without reference to the fitted $F$, $G$ and $z$. For the mercury energies above, a fit with $k$ held at 1 must leave a nonzero residual, however well the optimiser converges.

## Elimination of F, G and z

Write $a=F-G-z/2$ and $b=F+G$ for the diagonal elements and $c=kz/\sqrt2$ for the coupling. A nonzero eigenvector with eigenvalue $E$ exists exactly when the secular determinant vanishes:

$$(a-E)(b-E)=c^2=\frac{k^2z^2}{2}.$$

Subtracting this equation for $E_1'$ from the one for $E_1$ gives

$$(E_1'-E_1)(a+b-E_1-E_1')=0.$$

Since the levels differ, $E_1+E_1'=a+b=2F-z/2$. Hence $b-E_1=E_1'-a$, and the secular equation for $E_1$ becomes

$$(a-E_1)(E_1'-a)=\frac{k^2z^2}{2}.$$

The uncoupled levels supply the remaining quantities:

$$E_2-E_0=\frac{3z}{2},\qquad \frac{2E_0+E_2}{3}=F-G-\frac z2=a.$$

Therefore $z=2(E_2-E_0)/3$, and the right-hand side is $2k^2(E_2-E_0)^2/9$. Multiplying by 9 and inserting $3a=2E_0+E_2$ gives the relation.

For mercury, $2E_0+E_2=119333$ and $E_2-E_0=6398$, so

$$k^2=\frac{(119333-118236)(162207-119333)}{2\cdot 6398^2}
=\frac{1097\cdot 42874}{81868808}=\frac{47032778}{81868808}\approx0.57449.$$

This lies between $0.757^2=0.573049$ and $0.759^2=0.576081$. Since $k\ge0$, the bounds on $k$ follow.

Conversely, suppose $E_0<E_2$ and $E_1\le a\le E_1'$, with $a=(2E_0+E_2)/3$. Then $z=2(E_2-E_0)/3$ is positive, the trace gives $b=E_1+E_1'-a$, and solving for the other two parameters yields

$$F=\frac{E_1+E_1'}2+\frac{E_2-E_0}6,\qquad G=\frac{E_1+E_1'-E_0-E_2}2.$$

The product in the relation is nonnegative, so its square root supplies a real $k\ge0$. For mercury, $F\approx47806.83$, $G=5896.5$, $z\approx4265.33$ and $k\approx0.758$.

## Lean file for the sp model and mercury

```lean
import Mathlib

open Matrix

namespace KingVanVleckMercury

noncomputable section

/-- The energy `E` is a level of the two-state Hamiltonian `M`: some nonzero state vector
is an eigenvector of `M` with eigenvalue `E`. -/
def IsLevel (M : Matrix (Fin 2) (Fin 2) ℝ) (E : ℝ) : Prop :=
  ∃ v : Fin 2 → ℝ, v ≠ 0 ∧ M *ᵥ v = E • v

/-- The `J = 1` energy matrix of an sp configuration in the triplet, singlet basis, with
direct energy `F`, exchange energy `G`, spin-orbit parameter `z`, and the off-diagonal
spin-orbit element scaled by the King-Van Vleck factor `k`. -/
def spBlock (F G z k : ℝ) : Matrix (Fin 2) (Fin 2) ℝ :=
  !![F - G - z / 2, k * z / Real.sqrt 2; k * z / Real.sqrt 2, F + G]

/-- The parameters `F, G, z, k` give the energy `E₀` for `J = 0` and `E₂` for `J = 2`, and each of
`E₁` and `E₁'` is a level of the `J = 1` energy matrix. If `E₁ = E₁'`, the two `J = 1` conditions
coincide. -/
structure FitsLevels (F G z k E₀ E₂ E₁ E₁' : ℝ) : Prop where
  zero : F - G - z = E₀
  two : F - G + z / 2 = E₂
  one : IsLevel (spBlock F G z k) E₁
  one' : IsLevel (spBlock F G z k) E₁'

/-- Secular equation: `E` is a level of two states with energies `a`, `b` and coupling `c`
exactly when `(a - E)(b - E) = c²`. -/
theorem isLevel_iff (a b c E : ℝ) :
    IsLevel !![a, c; c, b] E ↔ (a - E) * (b - E) = c ^ 2 := by
  constructor
  · rintro ⟨v, hv, h⟩
    have h0 : a * v 0 + c * v 1 = E * v 0 := by
      simpa [Matrix.mulVec, dotProduct, Fin.sum_univ_two] using congrFun h 0
    have h1 : c * v 0 + b * v 1 = E * v 1 := by
      simpa [Matrix.mulVec, dotProduct, Fin.sum_univ_two] using congrFun h 1
    by_contra hne
    have hd : (a - E) * (b - E) - c ^ 2 ≠ 0 := sub_ne_zero.mpr hne
    -- a nonzero secular determinant forces both amplitudes to vanish
    have e0 : ((a - E) * (b - E) - c ^ 2) * v 0 = 0 := by
      linear_combination (b - E) * h0 - c * h1
    have e1 : ((a - E) * (b - E) - c ^ 2) * v 1 = 0 := by
      linear_combination (a - E) * h1 - c * h0
    apply hv
    funext i
    fin_cases i
    · exact (mul_eq_zero.mp e0).resolve_left hd
    · exact (mul_eq_zero.mp e1).resolve_left hd
  · intro h
    by_cases hc : c = 0 ∧ E = a
    · -- uncoupled case: the first basis state is the eigenvector
      obtain ⟨hc0, hE⟩ := hc
      refine ⟨![1, 0], fun hv => ?_, ?_⟩
      · have h1 := congrFun hv 0
        simp at h1
      · funext i
        fin_cases i <;> simp [Matrix.mulVec, dotProduct, Fin.sum_univ_two, hc0, hE]
    · refine ⟨![c, E - a], fun hv => hc ?_, ?_⟩
      · have h0 : c = 0 := by simpa using congrFun hv 0
        have h1 : E - a = 0 := by simpa using congrFun hv 1
        exact ⟨h0, by linarith⟩
      · funext i
        fin_cases i
        · simp [Matrix.mulVec, dotProduct, Fin.sum_univ_two]
          ring
        · simp [Matrix.mulVec, dotProduct, Fin.sum_univ_two]
          linear_combination -h

/-- Secular equation of the `J = 1` block of an sp configuration. -/
theorem spBlock_level_iff (F G z k E : ℝ) :
    IsLevel (spBlock F G z k) E ↔
      (F - G - z / 2 - E) * (F + G - E) = k ^ 2 * z ^ 2 / 2 := by
  have hc : (k * z / Real.sqrt 2) ^ 2 = k ^ 2 * z ^ 2 / 2 := by
    rw [div_pow, mul_pow, Real.sq_sqrt (by norm_num)]
  unfold spBlock
  rw [isLevel_iff, hc]

/-- Two distinct `J = 1` levels add up to the trace of the energy matrix. -/
theorem level_sum {F G z k E E' : ℝ} (h : IsLevel (spBlock F G z k) E)
    (h' : IsLevel (spBlock F G z k) E') (hne : E ≠ E') : E + E' = 2 * F - z / 2 := by
  rw [spBlock_level_iff] at h h'
  have hp : (E' - E) * (2 * F - z / 2 - (E + E')) = 0 := by
    linear_combination h - h'
  have := (mul_eq_zero.mp hp).resolve_left (sub_ne_zero.mpr hne.symm)
  linarith

/-- If the parameters reproduce the four levels and the two `J = 1` levels are distinct, then `k`
and the level energies satisfy a relation that does not contain `F`, `G` or `z`. -/
theorem factor_relation {F G z k E₀ E₂ E₁ E₁' : ℝ}
    (h : FitsLevels F G z k E₀ E₂ E₁ E₁') (hne : E₁ ≠ E₁') :
    2 * k ^ 2 * (E₂ - E₀) ^ 2 =
      (2 * E₀ + E₂ - 3 * E₁) * (3 * E₁' - 2 * E₀ - E₂) := by
  have hs := level_sum h.one h.one' hne
  have hsec := (spBlock_level_iff F G z k E₁).1 h.one
  have hE : E₁' = 2 * F - z / 2 - E₁ := by linarith
  rw [← h.zero, ← h.two, hE]
  linear_combination -9 * hsec

/-- If `E₀ < E₂` and `E₁ ≤ (2E₀ + E₂)/3 ≤ E₁'`, then the displayed parameters reproduce all four
levels. -/
theorem fits_of_levels {E₀ E₂ E₁ E₁' : ℝ} (h02 : E₀ < E₂)
    (hlo : 3 * E₁ ≤ 2 * E₀ + E₂) (hhi : 2 * E₀ + E₂ ≤ 3 * E₁') :
    FitsLevels ((E₁ + E₁') / 2 + (E₂ - E₀) / 6) ((E₁ + E₁' - E₀ - E₂) / 2)
      (2 * (E₂ - E₀) / 3)
      (Real.sqrt ((2 * E₀ + E₂ - 3 * E₁) * (3 * E₁' - 2 * E₀ - E₂) / 2) / (E₂ - E₀))
      E₀ E₂ E₁ E₁' := by
  have hd : E₂ - E₀ ≠ 0 := (sub_pos.mpr h02).ne'
  have hP : 0 ≤ (2 * E₀ + E₂ - 3 * E₁) * (3 * E₁' - 2 * E₀ - E₂) / 2 :=
    div_nonneg (mul_nonneg (by linarith) (by linarith)) (by norm_num)
  -- the squared coupling produced by the chosen factor
  have hk : ∀ P d : ℝ, 0 ≤ P → d ≠ 0 →
      (Real.sqrt P / d) ^ 2 * (2 * d / 3) ^ 2 / 2 = 2 * P / 9 := by
    intro P d hP hd
    rw [div_pow, Real.sq_sqrt hP]
    field_simp
    ring
  refine ⟨by ring, by ring, ?_, ?_⟩
  · rw [spBlock_level_iff, hk _ _ hP hd]
    ring
  · rw [spBlock_level_iff, hk _ _ hP hd]
    ring

/-- Mercury 6s6p: if the levels 37645 (`J = 0`), 44043 (`J = 2`), 39412 and 54069 (`J = 1`), in
inverse centimetres, are reproduced exactly with a nonnegative King-Van Vleck factor `k`, then
`0.757 < k < 0.759`. -/
theorem mercury_factor {F G z k : ℝ} (hk : 0 ≤ k)
    (h : FitsLevels F G z k 37645 44043 39412 54069) : 0.757 < k ∧ k < 0.759 := by
  have hr := factor_relation h (by norm_num)
  have hk2 : k ^ 2 = 47032778 / 81868808 := by
    linear_combination hr / 81868808
  constructor
  · by_contra hc
    have hc' : k ≤ 757 / 1000 := by norm_num at hc ⊢; linarith
    nlinarith [mul_nonneg hk (sub_nonneg.mpr hc')]
  · by_contra hc
    have hc' : 759 / 1000 ≤ k := by norm_num at hc ⊢; linarith
    nlinarith [mul_nonneg hk (sub_nonneg.mpr hc')]

/-- No choice of `F`, `G` and `z` reproduces the four mercury 6s6p levels with the
King-Van Vleck factor equal to one. -/
theorem mercury_no_unit_factor (F G z : ℝ) :
    ¬ FitsLevels F G z 1 37645 44043 39412 54069 := by
  intro h
  have := (mercury_factor zero_le_one h).2
  norm_num at this

/-- Explicit parameters with a nonnegative factor that reproduce the four mercury
6s6p levels. -/
theorem mercury_witness :
    0 ≤ Real.sqrt 23516389 / 6398 ∧
      FitsLevels (286841 / 6) (11793 / 2) (12796 / 3) (Real.sqrt 23516389 / 6398)
        37645 44043 39412 54069 := by
  refine ⟨by positivity, ?_⟩
  have h := fits_of_levels (E₀ := 37645) (E₂ := 44043) (E₁ := 39412) (E₁' := 54069)
    (by norm_num) (by norm_num) (by norm_num)
  convert h using 2 <;> norm_num

end

end KingVanVleckMercury
```

```lean
#print axioms KingVanVleckMercury.mercury_no_unit_factor
-- 'KingVanVleckMercury.mercury_no_unit_factor' depends on axioms: [propext, Classical.choice, Quot.sound]
```

## Reading the theorems and their limits

`IsLevel M E` says that the real matrix `M` has a nonzero eigenvector with eigenvalue `E`; the vector need not be normalised. `spBlock` is the $J=1$ matrix, and `FitsLevels` collects the two uncoupled energies and the two eigenvalue conditions. The energies are plain real numbers, so the unit is a matter of interpretation.

`isLevel_iff` proves the secular equation in both directions. From an eigenvector, combining the two component equations shows that the determinant times each amplitude is zero, so a nonzero determinant would make the vector vanish. In the other direction the eigenvector is $(c,E-a)$, or $(1,0)$ when $c=0$ and $E=a$. `spBlock_level_iff` inserts the sp matrix elements.

`level_sum` is the subtraction step. It needs distinct levels, because stating the same eigenvalue twice says nothing about the other one. `factor_relation` substitutes the level energies, and its final `linear_combination` is the multiplication of the secular equation by 9, up to sign.

`mercury_factor` obtains the exact fraction for $k^2$, then refutes $k\le0.757$ and $k\ge0.759$ in turn, with `nlinarith` comparing squares. It puts no condition on the sign of $G$. `mercury_no_unit_factor` applies the upper bound to $k=1$. `fits_of_levels` verifies the converse construction, and `mercury_witness` evaluates it at the mercury energies, so the bound concerns a fit that exists.

The matrix elements are the model's definition and are not derived from a many-electron Hamiltonian. The four energies enter as exact integers, without measurement uncertainty. Mixing with other configurations is absent, so a fitted $k$ below one does not by itself identify different radial functions as the cause.
